# The linear response of a Dyson Green's function obeys a Bethe–Salpeter equation

Let $A$ and $B$ be complex square matrices of the same finite size. $A$ is the free inverse propagator, and $B$ is a perturbation whose strength is the real number $x$. The self-energy $S$ maps matrices to matrices, and the Green's function $G(x)$ is an invertible matrix satisfying the Dyson equation

$$G(x)^{-1}=F(x),\qquad F(x)=A-xB-S(G(x)),$$

for all $x$ near $0$. Write $G=G(0)$ and $X=G'(0)$, and let $K$ be the derivative of $S$ at $G$, a real-linear map on matrices. Physically, $S$ is the full self-energy $\Sigma$, including the Hartree term, and $K$ is the interaction kernel $\delta\Sigma/\delta G$. In a many-body calculation the matrix index combines the orbital with a discretised time or frequency, because the self-energy at one frequency generally depends on $G$ at other frequencies. Both derivatives are assumed to exist.

## From the Dyson equation to the response

The claim is that

$$X=GBG+G\,K[X]\,G .$$

By the chain rule, $F'(0)=-B-K[X]$. Since $G(x)F(x)=1$ near $x=0$, the product rule gives

$$X\,F(0)+G\,(-B-K[X])=0 .$$

Multiplying from the right by $G$ and using $F(0)G=1$ yields the claim. The order of the factors is kept throughout, because matrices need not commute.

The first term is the response at fixed self-energy; the second is the feedback through $S$. The Bethe–Salpeter equation usually determines a full two-particle correlation function. The equation here is its contraction with one source $B$. It shows, for finite matrices and a one-parameter perturbation, how an approximate self-energy fixes the kernel of the matching response calculation.

## Iterating the equation

Set $X_0=0$ and $X_{k+1}=GBG+G\,K[X_k]\,G$. Subtracting the equation for $X$ removes the source term:

$$X_{k+1}-X=G\,K[X_k-X]\,G .$$

Take a matrix norm with $\|MN\|\le\|M\|\,\|N\|$ for all $M,N$, and let $\|K\|$ be the corresponding operator norm of $K$. Then $\|X_{k+1}-X\|\le q\,\|X_k-X\|$ with $q=\|G\|^2\|K\|$, and by induction $\|X_k-X\|\le q^k\|X\|$. If $q<1$, the iterates converge to $X$. Any two solutions are then limits of the same sequence, so they are equal.

## A two-level example

Take $C=\begin{pmatrix}0&1\\0&0\end{pmatrix}$, so $C^2=0$, with $S(g)=g^2/4$, $A=\tfrac54\,1$ and $B=\tfrac12C$. For $G(x)=1+xC$ we have $G(x)^2=1+2xC$, and therefore

$$F(x)=\tfrac54-\tfrac x2C-\tfrac14(1+2xC)=1-xC=G(x)^{-1}.$$

At $G=1$ the kernel is $K[Y]=(GY+YG)/4=Y/2$. The response equation becomes $X=\tfrac12C+\tfrac12X$, so $X=C$, in agreement with $G'(0)$. The iterates are $0,\ \tfrac12C,\ \tfrac34C,\ \tfrac78C,\dots$, and the error halves at each step. This is an algebraic test case, not a model of a physical two-level system: the source $B$ is not Hermitian, and $S$ is chosen for simplicity, not derived from an interaction.

## The Dyson equation in a normed algebra

The derivation uses only products, sums and a norm, so the Lean development starts in a real normed algebra `𝔸`.

```lean
import Mathlib

open Filter Topology

namespace BetheSalpeterResponse

noncomputable section

variable {𝔸 : Type*} [NormedRing 𝔸] [NormedAlgebra ℝ 𝔸]
```

The inverse propagator $F$ is written as a function of the source strength and a trial Green's function `g`. The code calls it the Dyson kernel; it is distinct from the interaction kernel $K$.

```lean
/-- The Dyson kernel `A - x B - S(g)`: the free inverse propagator `A`, minus a source `B` of
strength `x`, minus the self-energy `S` evaluated at the Green's function `g`. -/
def dysonKernel (A B : 𝔸) (S : 𝔸 → 𝔸) (x : ℝ) (g : 𝔸) : 𝔸 :=
  A - x • B - S g
```

A solution is a two-sided inverse of its own Dyson kernel.

```lean
/-- `g` solves the Dyson equation at source strength `x`: it is the two-sided inverse of the
Dyson kernel evaluated at `g` itself. -/
def IsDysonSolution (A B : 𝔸) (S : 𝔸 → 𝔸) (x : ℝ) (g : 𝔸) : Prop :=
  g * dysonKernel A B S x g = 1 ∧ dysonKernel A B S x g * g = 1
```

The iterates $X_k$ are defined by recursion, with `K` a continuous real-linear map. The name `ladder` refers to the repeated insertion of `K`, whatever diagrams `K` contains.

```lean
/-- The ladder approximations to the response: start from zero and insert the previous
approximation into the right-hand side of the Bethe-Salpeter equation. -/
def ladder (g B : 𝔸) (K : 𝔸 →L[ℝ] 𝔸) : ℕ → 𝔸
  | 0 => 0
  | k + 1 => g * B * g + g * K (ladder g B K k) * g
```

## The response equation

The first lemma is the chain-rule step. `HasFDerivAt S K (G 0)` says that `K` is the derivative of the self-energy at $G(0)$, and `HasDerivAt G X 0` says that $X=G'(0)$.

```lean
/-- Along a differentiable curve of Green's functions with derivative `X` at zero source, the
Dyson kernel changes at the rate `-B - K[X]`, where `K` is the derivative of the self-energy. -/
theorem hasDerivAt_dysonKernel (A B : 𝔸) {S : 𝔸 → 𝔸} {G : ℝ → 𝔸} {X : 𝔸}
    {K : 𝔸 →L[ℝ] 𝔸} (hS : HasFDerivAt S K (G 0)) (hG : HasDerivAt G X 0) :
    HasDerivAt (fun x => dysonKernel A B S x (G x)) (-B - K X) 0 := by
  have h1 : HasDerivAt (fun x : ℝ => x • B) B 0 :=
    ((hasDerivAt_id' (0 : ℝ)).smul_const B).congr_deriv (one_smul ℝ B)
  -- the chain rule produces the interaction kernel acting on the response
  have h2 : HasDerivAt (fun x => S (G x)) (K X) 0 := hS.comp_hasDerivAt (0 : ℝ) hG
  have h3 := ((hasDerivAt_const (0 : ℝ) A).fun_sub h1).fun_sub h2
  exact h3.congr_deriv (by rw [zero_sub])
```

In the main theorem, `∀ᶠ x in 𝓝 0` means "for all $x$ near $0$". The product $G(x)F(x)$ has the product-rule derivative and, being constant, also derivative zero; uniqueness of derivatives equates them in `h0`. The `calc` block carries out the multiplication by $G$ from the right.

```lean
/-- Bethe-Salpeter equation in a normed algebra: the linear response `X` of a Green's function
that solves the Dyson equation near zero source satisfies `X = G B G + G K[X] G`, where `K` is
the derivative of the self-energy at `G = G(0)`. -/
theorem bethe_salpeter {A B : 𝔸} {S : 𝔸 → 𝔸} {G : ℝ → 𝔸} {X : 𝔸}
    {K : 𝔸 →L[ℝ] 𝔸} (hS : HasFDerivAt S K (G 0)) (hG : HasDerivAt G X 0)
    (hD : ∀ᶠ x in 𝓝 (0 : ℝ), IsDysonSolution A B S x (G x)) :
    X = G 0 * B * G 0 + G 0 * K X * G 0 := by
  have hprod := hG.fun_mul (hasDerivAt_dysonKernel A B hS hG)
  -- the product of the Green's function and its inverse is constant
  have hconst : HasDerivAt (fun x => G x * dysonKernel A B S x (G x)) 0 0 :=
    (hasDerivAt_const (0 : ℝ) (1 : 𝔸)).congr_of_eventuallyEq (hD.mono fun x hx => hx.1)
  have h0 : X * dysonKernel A B S 0 (G 0) + G 0 * (-B - K X) = 0 := hprod.unique hconst
  have hinv : dysonKernel A B S 0 (G 0) * G 0 = 1 := hD.self_of_nhds.2
  -- multiply by the Green's function from the right
  calc X = X * (dysonKernel A B S 0 (G 0) * G 0) := by rw [hinv, mul_one]
    _ = (X * dysonKernel A B S 0 (G 0) + G 0 * (-B - K X)) * G 0
          + (G 0 * B * G 0 + G 0 * K X * G 0) := by noncomm_ring
    _ = G 0 * B * G 0 + G 0 * K X * G 0 := by rw [h0, zero_mul, zero_add]
```

## Convergence and uniqueness

The induction follows the error recursion: `e` is the subtraction step, and the final `calc` applies the norm bounds.

```lean
/-- The error of the `k`-th ladder approximation to a solution `X` of the Bethe-Salpeter
equation is at most `(‖g‖² ‖K‖)ᵏ ‖X‖`. -/
theorem ladder_error {g B X : 𝔸} {K : 𝔸 →L[ℝ] 𝔸}
    (hX : X = g * B * g + g * K X * g) (k : ℕ) :
    ‖ladder g B K k - X‖ ≤ (‖g‖ ^ 2 * ‖K‖) ^ k * ‖X‖ := by
  induction k with
  | zero => simp [ladder]
  | succ k ih =>
    -- the source term cancels, so the error is propagated by the kernel alone
    have e : ladder g B K (k + 1) - X = g * K (ladder g B K k - X) * g := by
      have h1 : ladder g B K (k + 1) = g * B * g + g * K (ladder g B K k) * g := rfl
      have h2 : ladder g B K (k + 1) - X
          = (g * B * g + g * K (ladder g B K k) * g) - (g * B * g + g * K X * g) :=
        congrArg₂ (· - ·) h1 hX
      rw [h2, map_sub]
      noncomm_ring
    have hK : ‖K (ladder g B K k - X)‖ ≤ ‖K‖ * ((‖g‖ ^ 2 * ‖K‖) ^ k * ‖X‖) :=
      (K.le_opNorm _).trans (mul_le_mul_of_nonneg_left ih (norm_nonneg _))
    rw [e]
    calc ‖g * K (ladder g B K k - X) * g‖
        ≤ ‖g * K (ladder g B K k - X)‖ * ‖g‖ := norm_mul_le _ _
      _ ≤ (‖g‖ * ‖K (ladder g B K k - X)‖) * ‖g‖ :=
          mul_le_mul_of_nonneg_right (norm_mul_le _ _) (norm_nonneg _)
      _ ≤ (‖g‖ * (‖K‖ * ((‖g‖ ^ 2 * ‖K‖) ^ k * ‖X‖))) * ‖g‖ :=
          mul_le_mul_of_nonneg_right
            (mul_le_mul_of_nonneg_left hK (norm_nonneg _)) (norm_nonneg _)
      _ = (‖g‖ ^ 2 * ‖K‖) ^ (k + 1) * ‖X‖ := by ring
```

Convergence is proved towards a given solution `X`; existence is not derived from $q<1$.

```lean
/-- If `‖g‖² ‖K‖ < 1`, the ladder approximations converge to any given solution of the
Bethe-Salpeter equation. -/
theorem ladder_tendsto {g B X : 𝔸} {K : 𝔸 →L[ℝ] 𝔸}
    (hX : X = g * B * g + g * K X * g) (hq : ‖g‖ ^ 2 * ‖K‖ < 1) :
    Tendsto (ladder g B K) atTop (𝓝 X) := by
  have hlim : Tendsto (fun k : ℕ => (‖g‖ ^ 2 * ‖K‖) ^ k * ‖X‖) atTop (𝓝 0) := by
    simpa using (tendsto_pow_atTop_nhds_zero_of_lt_one (by positivity) hq).mul_const ‖X‖
  exact tendsto_iff_norm_sub_tendsto_zero.2
    (squeeze_zero (fun _ => norm_nonneg _) (ladder_error hX) hlim)
```

Uniqueness of limits gives uniqueness of the solution.

```lean
/-- If `‖g‖² ‖K‖ < 1`, the Bethe-Salpeter equation has at most one solution. -/
theorem bethe_salpeter_unique {g B X Y : 𝔸} {K : 𝔸 →L[ℝ] 𝔸}
    (hX : X = g * B * g + g * K X * g) (hY : Y = g * B * g + g * K Y * g)
    (hq : ‖g‖ ^ 2 * ‖K‖ < 1) : X = Y :=
  tendsto_nhds_unique (ladder_tendsto hX hq) (ladder_tendsto hY hq)
```

## Matrices and the explicit solution

The example's Dyson equation holds for any `C` of square zero.

```lean
/-- For `C² = 0` and the self-energy `S(g) = g²/4`, the curve `G(x) = 1 + x C` solves the Dyson
equation with `A = 5/4` and `B = C/2` at every source strength. -/
theorem nilpotent_dyson {C : 𝔸} (hC : C * C = 0) (x : ℝ) :
    IsDysonSolution ((5 / 4 : ℝ) • (1 : 𝔸)) ((1 / 2 : ℝ) • C)
      (fun g => (1 / 4 : ℝ) • (g * g)) x (1 + x • C) := by
  have sq : (1 + x • C) * (1 + x • C) = 1 + (2 * x) • C := by
    simp only [mul_add, add_mul, one_mul, mul_one, smul_mul_assoc, mul_smul_comm, hC, smul_zero]
    module
  -- the kernel collapses to the inverse of `1 + x C`
  have hk : dysonKernel ((5 / 4 : ℝ) • (1 : 𝔸)) ((1 / 2 : ℝ) • C)
      (fun g => (1 / 4 : ℝ) • (g * g)) x (1 + x • C) = 1 - x • C := by
    simp only [dysonKernel, sq]
    module
  constructor
  · rw [hk]
    simp only [mul_sub, add_mul, one_mul, mul_one, smul_mul_assoc, mul_smul_comm, hC, smul_zero]
    abel
  · rw [hk]
    simp only [mul_add, sub_mul, one_mul, mul_one, smul_mul_assoc, mul_smul_comm, hC, smul_zero]
    abel
```

For complex matrices the norm is the maximum absolute row sum. The hypothesis `hunit` states invertibility explicitly, since Lean assigns the value zero to the inverse of a singular matrix. The proof turns the inverse equation into the two product identities and applies the general theorem. Because `K` is only real-linear, self-energies involving complex conjugation are allowed.

```lean
section Matrices

attribute [local instance] Matrix.linftyOpNormedRing Matrix.linftyOpNormedAlgebra

/-- Bethe-Salpeter equation for complex matrices: if `G(x)` is invertible with
`G(x)⁻¹ = A - x B - S(G(x))` near `x = 0`, then `X = G'(0)` satisfies
`X = G B G + G K[X] G` at `G = G(0)`, where `K` is the derivative of `S` there. -/
theorem matrix_bethe_salpeter {n : Type*} [Fintype n] [DecidableEq n]
    {A B X : Matrix n n ℂ} {S : Matrix n n ℂ → Matrix n n ℂ} {G : ℝ → Matrix n n ℂ}
    {K : Matrix n n ℂ →L[ℝ] Matrix n n ℂ}
    (hS : HasFDerivAt S K (G 0)) (hG : HasDerivAt G X 0)
    (hunit : ∀ᶠ x in 𝓝 (0 : ℝ), IsUnit (G x))
    (hD : ∀ᶠ x in 𝓝 (0 : ℝ), (G x)⁻¹ = A - x • B - S (G x)) :
    X = G 0 * B * G 0 + G 0 * K X * G 0 := by
  refine bethe_salpeter (A := A) hS hG ?_
  filter_upwards [hunit, hD] with x hu hx
  have hd := (Matrix.isUnit_iff_isUnit_det _).1 hu
  have e : dysonKernel A B S x (G x) = (G x)⁻¹ := hx.symm
  constructor
  · rw [e]
    exact Matrix.mul_nonsing_inv _ hd
  · rw [e]
    exact Matrix.nonsing_inv_mul _ hd
```

The matrix $C$ of the example is called `hop`.

```lean
/-- The two-level matrix with a single non-zero entry, in the upper right corner. -/
def hop : Matrix (Fin 2) (Fin 2) ℂ := !![0, 1; 0, 0]
```

The last theorem confirms that this nonlinear example meets the hypotheses of `bethe_salpeter`: $S$ is differentiable at $G(0)$, the curve has derivative `hop`, and the Dyson equation holds for every real $x$.

```lean
/-- A two-level instance with the nonlinear self-energy `S(g) = g²/4`: `S` is differentiable at
`G(0)`, the curve `G(x) = 1 + x hop` has derivative `hop`, and it solves the Dyson equation. -/
theorem bethe_salpeter_witness :
    DifferentiableAt ℝ (fun g : Matrix (Fin 2) (Fin 2) ℂ => (1 / 4 : ℝ) • (g * g))
        (1 + (0 : ℝ) • hop) ∧
      HasDerivAt (fun x : ℝ => 1 + x • hop) hop 0 ∧
      ∀ x : ℝ, IsDysonSolution ((5 / 4 : ℝ) • 1) ((1 / 2 : ℝ) • hop)
        (fun g => (1 / 4 : ℝ) • (g * g)) x (1 + x • hop) := by
  have hC : hop * hop = 0 := by
    ext i j
    fin_cases i <;> fin_cases j <;> simp [hop, Matrix.mul_apply, Fin.sum_univ_succ]
  refine ⟨by fun_prop, ?_, fun x => nilpotent_dyson hC x⟩
  exact (((hasDerivAt_id' (0 : ℝ)).smul_const hop).const_add 1).congr_deriv (one_smul ℝ hop)

end Matrices

end

end BetheSalpeterResponse
```

```lean
#print axioms BetheSalpeterResponse.bethe_salpeter
-- 'BetheSalpeterResponse.bethe_salpeter' depends on axioms: [propext, Classical.choice, Quot.sound]
#print axioms BetheSalpeterResponse.bethe_salpeter_unique
-- 'BetheSalpeterResponse.bethe_salpeter_unique' depends on axioms: [propext, Classical.choice, Quot.sound]
#print axioms BetheSalpeterResponse.matrix_bethe_salpeter
-- 'BetheSalpeterResponse.matrix_bethe_salpeter' depends on axioms: [propext, Classical.choice, Quot.sound]
```
